# The small-polaron mobility $T^{-3/2}e^{-B/T}$ peaks at $T=2B/3$, and an Arrhenius fit to it underestimates the barrier $B$

## Is my fitted activation energy too low, or is my computed barrier too high?

Let $B>0$ be the hopping barrier of a small polaron and let $T>0$ be the temperature in energy units, so that $T$ stands for $k_BT$. Up to a constant factor, I take the mobility to be

$$\mu(T)=T^{-3/2}\,e^{-B/T}.$$

I have a value of $B$ from a supercell calculation, and an activation energy $E$ from a straight-line fit of $\ln\mu$ against $1/T$. The fitted $E$ is the smaller one. Could that happen even if the data followed this formula perfectly? And since the power of $T$ falls while the exponential rises, where does the mobility stop increasing?

## The power of $T$ lowers the slope at every temperature

Yes: for data that follow the formula, the fitted barrier always lies below $B$. The mobility increases up to $T=2B/3$ and decreases beyond it.

The exponent has two sources. The Einstein relation between mobility and diffusion gives a factor $1/T$, and the nonadiabatic hopping rate with classical phonons gives $T^{-1/2}$. An adiabatic rate with a constant attempt frequency would leave only $1/T$. Both cases are handled together by writing $\mu(T)=T^{-p}e^{-B/T}$ with $p>0$, whose logarithm is

$$\ln\mu(T)=-p\ln T-\frac{B}{T}.$$

**The maximum.** Put $T_*=B/p$ and $u=T_*/T=B/(pT)$. For $T\neq T_*$ we have $u\neq1$, hence $\ln u<u-1$. Multiplying by $p$ gives

$$p\ln T_*-p\ln T<\frac{B}{T}-p .$$

Since $B/T_*=p$, rearranging gives $-p\ln T-B/T<-p\ln T_*-B/T_*$, which is $\ln\mu(T)<\ln\mu(T_*)$. For $p=3/2$ the peak is at $T_*=2B/3$.

**The local slope.** Let $x=-1/T$, so $x<0$ and $\ln T=-\ln|x|$. Then $\ln\mu=p\ln|x|+Bx$, and

$$\frac{d\ln\mu}{dx}=\frac{p}{x}+B=B-pT .$$

For $p=3/2$ this is $B-3T/2$. It vanishes at the peak and tends to $B$ only as $T\to0$.

**The fit.** Take data at positive temperatures $T_i$, not all equal, and let the line $a-E/T$ minimise $\sum_i r_i^2$, where $r_i=\ln\mu(T_i)-(a-E/T_i)$ are the residuals. Shift $a$ by $\tau\alpha$ and $E$ by $\tau\varepsilon$. The sum of squares changes by

$$-2\tau\sum_i r_i\Big(\alpha-\frac{\varepsilon}{T_i}\Big)+\tau^2\sum_i\Big(\alpha-\frac{\varepsilon}{T_i}\Big)^2 ,$$

which must be nonnegative for every $\tau$, so the linear term vanishes. The choices $(\alpha,\varepsilon)=(1,0)$ and $(0,-1)$ give the normal equations $\sum_i r_i=0$ and $\sum_i r_i/T_i=0$. With $n$ data points it follows that

$$\sum_{i,j}(r_i-r_j)\Big(\frac1{T_i}-\frac1{T_j}\Big)=2n\sum_i\frac{r_i}{T_i}-2\sum_i r_i\sum_j\frac1{T_j}=0 .$$

Inserting $\ln\mu$ turns each term of the double sum into

$$p\,(\ln T_i-\ln T_j)\Big(\frac1{T_j}-\frac1{T_i}\Big)+(E-B)\Big(\frac1{T_i}-\frac1{T_j}\Big)^2 .$$

The first part is positive whenever $T_i\neq T_j$, because $\ln T$ and $-1/T$ both increase with $T$. If $E\ge B$, the second part is nonnegative, so the double sum would be positive. It is zero, and therefore $E<B$.

**Two temperatures.** The smallest data set has two distinct temperatures $s$ and $t$. The line passes through both points, and

$$E=B-p\,\frac{st}{s-t}\ln\frac{s}{t}.$$

As $s\to t$ this becomes the local slope $B-pt$.

**In numbers.** Suppose the supercell calculation gives $B=0.200$ eV and the mobility follows the formula with $p=3/2$. Points at 300 K and 400 K then give $E\approx0.155$ eV, so a discrepancy of about 0.045 eV needs no error in either number. The peak lies near 1550 K, so the data look like ordinary activated transport. Plotting $\ln(T^{3/2}\mu)$ against $1/T$ instead gives a straight line of slope $-B$.

Here is the argument in Lean 4 with Mathlib:

```lean
import Mathlib

open Finset

namespace SmallPolaronMobility

noncomputable section

/-- Small-polaron mobility without its constant prefactor, `T^(-p) exp(-B/T)`, for hopping
barrier `B` and temperature `T > 0` in energy units. -/
def mobility (p B T : ℝ) : ℝ := T ^ (-p) * Real.exp (-B / T)

/-- The line `a - E/T` is a least-squares Arrhenius fit to the logarithm of `μ` at the
nonzero temperatures `T i`. -/
def IsArrheniusFit {ι : Type*} [Fintype ι] (μ : ℝ → ℝ) (T : ι → ℝ) (a E : ℝ) : Prop :=
  ∀ a' E' : ℝ, ∑ i, (Real.log (μ (T i)) - (a - E / T i)) ^ 2 ≤
    ∑ i, (Real.log (μ (T i)) - (a' - E' / T i)) ^ 2

/-- The barrier read off from two data points at distinct nonzero temperatures. -/
def twoPointBarrier (μ : ℝ → ℝ) (s t : ℝ) : ℝ :=
  (Real.log (μ s) - Real.log (μ t)) / (1 / t - 1 / s)

/-- At positive temperature the logarithm of the mobility is `-p log T - B/T`. -/
theorem log_mobility (p B : ℝ) {T : ℝ} (hT : 0 < T) :
    Real.log (mobility p B T) = -p * Real.log T - B / T := by
  unfold mobility
  rw [Real.log_mul (Real.rpow_pos_of_pos hT _).ne' (Real.exp_pos _).ne',
    Real.log_rpow hT, Real.log_exp]
  ring

/-- For positive `p` and `B`, the mobility at any positive temperature other than `B/p` is
strictly below its value at `B/p`. -/
theorem mobility_lt_peak {p B T : ℝ} (hp : 0 < p) (hB : 0 < B) (hT : 0 < T)
    (hne : T ≠ B / p) : mobility p B T < mobility p B (B / p) := by
  have hP : 0 < B / p := div_pos hB hp
  have pos : ∀ S : ℝ, 0 < S → 0 < mobility p B S := fun S hS =>
    mul_pos (Real.rpow_pos_of_pos hS _) (Real.exp_pos _)
  rw [← Real.log_lt_log_iff (pos T hT) (pos _ hP), log_mobility p B hT, log_mobility p B hP]
  -- the strict inequality log u < u - 1 at u = B/(pT)
  have h := Real.log_lt_sub_one_of_pos (div_pos hP hT)
    (fun h => hne ((div_eq_one_iff_eq hT.ne').mp h).symm)
  rw [Real.log_div hP.ne' hT.ne'] at h
  have e1 : B / (B / p) = p := by field_simp
  have e2 : p * (B / p / T) = B / T := by field_simp
  have h' := mul_lt_mul_of_pos_left h hp
  rw [mul_sub, mul_sub, e2] at h'
  rw [e1]
  linarith

/-- At temperature `T > 0`, the derivative of the logarithm of the mobility with respect to
`x = -1/T` is `B - p T`. -/
theorem arrhenius_slope (p B : ℝ) {T : ℝ} (hT : 0 < T) :
    HasDerivAt (fun x : ℝ => Real.log (mobility p B (-1 / x))) (B - p * T) (-1 / T) := by
  have hx0 : -1 / T < 0 := div_neg_of_neg_of_pos (by norm_num) hT
  have hd : HasDerivAt (fun x : ℝ => p * Real.log x + B * x) (B - p * T) (-1 / T) := by
    refine (((Real.hasDerivAt_log hx0.ne).const_mul p).fun_add
      ((hasDerivAt_id' (-1 / T)).const_mul B)).congr_deriv ?_
    have e : (-1 / T)⁻¹ = -T := by rw [inv_div, div_neg, div_one]
    rw [e]
    ring
  refine hd.congr_of_eventuallyEq ?_
  filter_upwards [Iio_mem_nhds hx0] with x hx
  have hx' : x < 0 := hx
  have e : B / (-1 / x) = -(B * x) := by rw [div_div_eq_mul_div, div_neg, div_one]
  rw [log_mobility p B (div_pos_of_neg_of_neg (by norm_num) hx'), e,
    Real.log_div (by norm_num) hx'.ne, Real.log_neg_eq_log, Real.log_one]
  ring

/-- The residuals of an Arrhenius fit sum to zero, and so do the residuals weighted by
inverse temperature. -/
theorem normal_equations {ι : Type*} [Fintype ι] {μ : ℝ → ℝ} {T : ι → ℝ} {a E : ℝ}
    (h : IsArrheniusFit μ T a E) :
    ∑ i, (Real.log (μ (T i)) - (a - E / T i)) = 0 ∧
      ∑ i, (Real.log (μ (T i)) - (a - E / T i)) * (1 / T i) = 0 := by
  -- a parabola in t that is minimal at t = 0 has no linear term
  have flat : ∀ S Q : ℝ, 0 ≤ Q → (∀ t : ℝ, 0 ≤ -(2 * t * S) + t ^ 2 * Q) → S = 0 := by
    intro S Q hQ ht
    obtain ⟨s, hs⟩ : ∃ s, S = s * (Q + 1) :=
      ⟨S / (Q + 1), (div_mul_cancel₀ S (by positivity)).symm⟩
    have h1 := ht s
    rw [hs] at h1
    have h2 : s ^ 2 ≤ 0 := by nlinarith [mul_nonneg (sq_nonneg s) hQ]
    rw [hs, (pow_eq_zero_iff two_ne_zero).mp (le_antisymm h2 (sq_nonneg s)), zero_mul]
  have key : ∀ u v : ℝ,
      ∑ i, (Real.log (μ (T i)) - (a - E / T i)) * (u - v / T i) = 0 := by
    intro u v
    refine flat _ (∑ i, (u - v / T i) ^ 2) (sum_nonneg fun i _ => sq_nonneg _) fun t => ?_
    have h1 := h (a + t * u) (E + t * v)
    have h2 : ∑ i, (Real.log (μ (T i)) - (a + t * u - (E + t * v) / T i)) ^ 2 =
        ∑ i, (Real.log (μ (T i)) - (a - E / T i)) ^ 2
        - 2 * t * ∑ i, (Real.log (μ (T i)) - (a - E / T i)) * (u - v / T i)
        + t ^ 2 * ∑ i, (u - v / T i) ^ 2 := by
      rw [mul_sum, mul_sum, ← sum_sub_distrib, ← sum_add_distrib]
      exact sum_congr rfl fun i _ => by ring
    linarith
  exact ⟨(sum_congr rfl fun i _ => by ring).trans (key 1 0),
    (sum_congr rfl fun i _ => by ring).trans (key 0 (-1))⟩

/-- For `p > 0`, an Arrhenius fit to the mobility at finitely many positive temperatures, not
all equal, gives a barrier `E` strictly below `B`. -/
theorem fit_lt_barrier {ι : Type*} [Fintype ι] {p B a E : ℝ} {T : ι → ℝ} (hp : 0 < p)
    (hT : ∀ i, 0 < T i) (hne : ∃ i j, T i ≠ T j)
    (h : IsArrheniusFit (mobility p B) T a E) : E < B := by
  obtain ⟨h1, h2⟩ := normal_equations h
  by_contra hE
  have hEB : 0 ≤ E - B := sub_nonneg.mpr (not_lt.mp hE)
  let r : ι → ℝ := fun i => Real.log (mobility p B (T i)) - (a - E / T i)
  change ∑ i, r i = 0 at h1
  change ∑ i, r i * (1 / T i) = 0 at h2
  -- the sum over pairs vanishes by the normal equations
  have hz : ∑ i, ∑ j, (r i - r j) * (1 / T i - 1 / T j) = 0 := by
    have inner : ∀ i, ∑ j, (r i - r j) * (1 / T i - 1 / T j) =
        (univ : Finset ι).card • (r i * (1 / T i)) - r i * ∑ j, 1 / T j
        - (∑ j, r j) * (1 / T i) + ∑ j, r j * (1 / T j) := by
      intro i
      rw [mul_sum, sum_mul, ← sum_const, ← sum_sub_distrib, ← sum_sub_distrib,
        ← sum_add_distrib]
      exact sum_congr rfl fun j _ => by ring
    simp only [inner, h1, h2, zero_mul, sub_zero, add_zero]
    rw [sum_sub_distrib, ← smul_sum, ← sum_mul, h1, h2, smul_zero, zero_mul, sub_zero]
  -- but for E ≥ B each pair of distinct temperatures contributes positively
  have hpos : ∀ i j, T i ≠ T j → 0 < (r i - r j) * (1 / T i - 1 / T j) := by
    intro i j hij
    have hL : 0 < (Real.log (T i) - Real.log (T j)) * (1 / T j - 1 / T i) := by
      rcases lt_or_gt_of_ne hij with hl | hl
      · exact mul_pos_of_neg_of_neg (sub_neg.mpr (Real.log_lt_log (hT i) hl))
          (sub_neg.mpr (one_div_lt_one_div_of_lt (hT i) hl))
      · exact mul_pos (sub_pos.mpr (Real.log_lt_log (hT j) hl))
          (sub_pos.mpr (one_div_lt_one_div_of_lt (hT j) hl))
    have e : (r i - r j) * (1 / T i - 1 / T j) =
        p * ((Real.log (T i) - Real.log (T j)) * (1 / T j - 1 / T i))
        + (E - B) * (1 / T i - 1 / T j) ^ 2 := by
      simp only [r, log_mobility p B (hT i), log_mobility p B (hT j)]
      ring
    rw [e]
    exact add_pos_of_pos_of_nonneg (mul_pos hp hL) (mul_nonneg hEB (sq_nonneg _))
  have hnn : ∀ i j, 0 ≤ (r i - r j) * (1 / T i - 1 / T j) := by
    intro i j
    by_cases hij : T i = T j
    · simp [hij]
    · exact (hpos i j hij).le
  obtain ⟨i, j, hij⟩ := hne
  exact (sum_pos' (fun i _ => sum_nonneg fun j _ => hnn i j)
    ⟨i, mem_univ i, sum_pos' (fun j _ => hnn i j) ⟨j, mem_univ j, hpos i j hij⟩⟩).ne' hz

/-- The line through two data points at distinct nonzero temperatures is an Arrhenius fit. -/
theorem isArrheniusFit_witness (μ : ℝ → ℝ) {s t : ℝ} (hst : s ≠ t) :
    IsArrheniusFit μ ![s, t] (Real.log (μ s) + twoPointBarrier μ s t / s)
      (twoPointBarrier μ s t) := by
  have hd : 1 / t - 1 / s ≠ 0 := sub_ne_zero.mpr fun h => hst (by simpa using h.symm)
  have hE : twoPointBarrier μ s t * (1 / t - 1 / s) = Real.log (μ s) - Real.log (μ t) :=
    div_mul_cancel₀ _ hd
  intro a' E'
  refine le_trans (le_of_eq ?_) (sum_nonneg fun i _ => sq_nonneg _)
  simp only [Fin.sum_univ_two, Matrix.cons_val_zero, Matrix.cons_val_one]
  have z : Real.log (μ t) - (Real.log (μ s) + twoPointBarrier μ s t / s
      - twoPointBarrier μ s t / t) = 0 := by linear_combination hE
  rw [z]
  ring

/-- For `B > 0`, the mobility `T^(-3/2) exp(-B/T)` has its unique maximum over `T > 0` at
`2B/3`, its logarithm has slope `B - 3T/2` in `-1/T`, and an Arrhenius fit at positive
temperatures, not all equal, gives a barrier below `B`. -/
theorem small_polaron_mobility {B : ℝ} (hB : 0 < B) :
    (∀ T, 0 < T → T ≠ 2 * B / 3 → mobility (3 / 2) B T < mobility (3 / 2) B (2 * B / 3)) ∧
    (∀ T, 0 < T → HasDerivAt (fun x : ℝ => Real.log (mobility (3 / 2) B (-1 / x)))
      (B - 3 * T / 2) (-1 / T)) ∧
    (∀ (n : ℕ) (T : Fin n → ℝ) (a E : ℝ), (∀ i, 0 < T i) → (∃ i j, T i ≠ T j) →
      IsArrheniusFit (mobility (3 / 2) B) T a E → E < B) := by
  have e : 2 * B / 3 = B / (3 / 2) := by ring
  refine ⟨fun T hT hne => ?_, fun T hT => ?_, fun n T a E hT hne h => ?_⟩
  · rw [e] at hne ⊢
    exact mobility_lt_peak (by norm_num) hB hT hne
  · exact (arrhenius_slope (3 / 2) B hT).congr_deriv (by ring)
  · exact fit_lt_barrier (by norm_num) hT hne h

end

end SmallPolaronMobility
```

```lean
#print axioms SmallPolaronMobility.small_polaron_mobility
```

```
'SmallPolaronMobility.small_polaron_mobility' depends on axioms: [propext, Classical.choice, Quot.sound]
```

### What the definitions and theorems say

`mobility p B T` is $T^{-p}e^{-B/T}$ with a real exponent. A constant prefactor would only shift $\ln\mu$, which moves neither the peak nor the fitted barrier. In `IsArrheniusFit`, the letter `μ` stands for any function of temperature, `T` is a finite list of temperatures, and `a` and `E` are the intercept and the fitted barrier. The definition says that no other pair `a'`, `E'` has a smaller sum of squared residuals in the logarithm. This is an unweighted fit, and the data are values of the function itself, without noise.

The final theorem, `small_polaron_mobility`, assumes $B>0$ and has three parts, all for $p=3/2$:

- At every positive temperature other than $2B/3$, the mobility is strictly smaller than at $2B/3$. This is a global statement over $T>0$.
- The function $x\mapsto\ln\mu(-1/x)$ is differentiable at $x=-1/T$ with derivative $B-3T/2$. The sign convention matters: against $+1/T$ the slope has the opposite sign.
- For any number `n` of positive temperatures, not all equal, every Arrhenius fit has `E < B`. Repeated temperatures are allowed, and the data may lie on either side of the peak.

If all temperatures were equal, any $E$ could be matched by a suitable $a$, and the last part would fail. The general versions `mobility_lt_peak`, `arrhenius_slope` and `fit_lt_barrier` include the adiabatic exponent $p=1$. The theorems give the direction of the error in a fit, but not its size.

The step from here to a measured sample is the assumption that its mobility follows this law over the fitted range, with a temperature-independent barrier and electronic coupling. Phonons that are not classical, trapping, or a spread of barriers would change the law. The result bears on comparing electronic-structure barriers with measured activation energies, as long as transport is hopping with a single barrier.

### How the Lean proofs carry out these steps

`log_mobility` takes the logarithm, and the later results about this mobility rest on it.

`mobility_lt_peak` first shows that the mobilities are positive, so that comparing them is the same as comparing their logarithms. It then applies `Real.log_lt_sub_one_of_pos` to $u=T_*/T$ and multiplies by $p$. The identities `e1` and `e2` are $B/T_*=p$ and $p\,T_*/T=B/T$, and `linarith` does the rearrangement.

`arrhenius_slope` differentiates $p\ln|x|+Bx$. Mathlib's `Real.log x` equals $\ln|x|$ for negative $x$, so the function appears as `p * Real.log x + B * x`. This agrees with the logarithm of the mobility for all $x<0$, hence in a neighbourhood of $-1/T$, and `congr_of_eventuallyEq` transfers the derivative.

`normal_equations` contains the parabola argument. Its local fact `flat` says that if $-2\tau S+\tau^2Q\ge0$ for all $\tau$, with $Q\ge0$, then $S=0$; it inserts $\tau=S/(Q+1)$. The fact `key` applies this to a general shift of the line, with `u` and `v` for $\alpha$ and $\varepsilon$ and `t` for $\tau$. The two normal equations are its special cases.

`fit_lt_barrier` assumes $E\ge B$ and derives a contradiction. `hz` shows that the double sum vanishes. The identity `e` inside `hpos` is the splitting into a logarithmic part and a part with $E-B$, and the case distinction on which temperature is larger gives the sign of the first part. `hnn` adds the pairs with equal temperatures, which contribute zero. One pair with distinct temperatures then makes the whole sum positive, against `hz`.

`isArrheniusFit_witness` shows that fits exist for two distinct temperatures: the line through both points, with barrier `twoPointBarrier`, has zero residuals, and no sum of squares is smaller than zero. The final theorem sets $p=3/2$ and rewrites $B/(3/2)$ as $2B/3$.
